# A half-filled tight-binding ring of 4n equivalent sites has an energy cusp at zero flux

Take four sites with equal hopping strength t > 0 and four electrons. A magnetic flux enters through φ, the total phase collected on one circuit. The orbital energies are

-2t cos(φ/4), -2t sin(φ/4), 2t sin(φ/4), 2t cos(φ/4).

At φ = 0 the middle two are degenerate. Either sign of flux splits them linearly, and two electrons take the lower one, so for |φ| ≤ π

E(φ) = -4t (cos(φ/4) + sin(|φ|/4)).

The |φ| makes a cusp. The same happens for every N = 4n with n ≥ 1.

In Lean 4 with Mathlib:

```lean
import Mathlib

open Real Filter Topology

namespace AntiaromaticRingCusp

noncomputable section
```

## Orbitals of the ring

Each bond carries the phase φ/N, the Peierls phase that London orbitals give a hopping integral in Hückel theory. Amplitudes ψ live on `ZMod N`, so site N is site 0:

(Hψ)(j) = -t (e^(iφ/N) ψ(j+1) + e^(-iφ/N) ψ(j-1)).

```lean
/-- The one-electron Hamiltonian of a ring of `N ≥ 1` sites threaded by flux phase `φ`:
hopping `-t exp(iφ/N)` one way round and its conjugate the other way. -/
def ringHamiltonian (N : ℕ) (t φ : ℝ) (ψ : ZMod N → ℂ) : ZMod N → ℂ := fun j =>
  -t * (Complex.exp (Complex.I * φ / N) * ψ (j + 1)
    + Complex.exp (-(Complex.I * φ / N)) * ψ (j - 1))
```

The trial orbitals are e^(2πikj/N) with integer momentum k. They are unnormalised; dividing by √N normalises them.

```lean
/-- The plane wave `exp(2πikj/N)` on the ring. -/
def planeWave (N : ℕ) [NeZero N] (k : ℤ) : ZMod N → ℂ := fun j =>
  ZMod.stdAddChar (j * (k : ZMod N))
```

With θ_k = (2πk+φ)/N, their energies will be -2t cos θ_k.

```lean
/-- The orbital energy `-2t cos((2πk+φ)/N)` of momentum `k`, for `N ≥ 1`. -/
def level (N : ℕ) (t φ : ℝ) (k : ℤ) : ℝ := -2 * t * cos ((2 * π * k + φ) / N)
```

The ground energy is the minimum of twice the level sum over all sets of 2n momenta from one zone of 4n. Double occupation is built in, but which orbitals are filled is not. Electron repulsion, Zeeman coupling and relaxation of the geometry are absent.

```lean
/-- The ground energy of the ring of `4n` sites, `n ≥ 1`: the least energy obtained by doubly
occupying `2n` of the `4n` orbitals `k = -n, ..., 3n-1`. -/
def groundEnergy (n : ℕ) (t φ : ℝ) : ℝ :=
  ((Finset.Ico (-n : ℤ) (3 * n)).powersetCard (2 * n)).inf'
    (Finset.powersetCard_nonempty.2 (by rw [Int.card_Ico]; omega))
    (fun S => 2 * ∑ k ∈ S, level (4 * n) t φ k)
```

A step j → j±1 multiplies the plane wave by e^(±2πik/N). With the Peierls phase this becomes e^(±iθ_k) (`e1`, `e2`), and

-t (e^(iθ_k) + e^(-iθ_k)) = -2t cos θ_k.

```lean
/-- Each plane wave is an eigenvector of the ring Hamiltonian, with its orbital energy. -/
theorem hamiltonian_planeWave (N : ℕ) [NeZero N] (t φ : ℝ) (k : ℤ) :
    ringHamiltonian N t φ (planeWave N k) = (level N t φ k : ℂ) • planeWave N k := by
  funext j
  have h1 : ZMod.stdAddChar ((j + 1) * (k : ZMod N)) = ZMod.stdAddChar (j * (k : ZMod N))
      * Complex.exp (2 * π * Complex.I * k / N) := by
    rw [add_mul, one_mul, AddChar.map_add_eq_mul, ZMod.stdAddChar_coe]
  have h2 : ZMod.stdAddChar ((j - 1) * (k : ZMod N)) = ZMod.stdAddChar (j * (k : ZMod N))
      * Complex.exp (2 * π * Complex.I * (-k) / N) := by
    have h : (j - 1) * (k : ZMod N) = j * (k : ZMod N) + ((-k : ℤ) : ZMod N) := by
      push_cast; ring
    rw [h, AddChar.map_add_eq_mul, ZMod.stdAddChar_coe]
    simp only [Int.cast_neg]
  have hl : (level N t φ k : ℂ) = -2 * t * Complex.cos ((2 * π * k + φ) / N) := by
    simp [level]
  -- the Peierls phase adds to the phase of the plane wave
  have e1 : Complex.exp (Complex.I * φ / N) * Complex.exp (2 * π * Complex.I * k / N)
      = Complex.exp ((2 * π * k + φ) / N * Complex.I) := by
    rw [← Complex.exp_add]; congr 1; ring
  have e2 : Complex.exp (-(Complex.I * φ / N)) * Complex.exp (2 * π * Complex.I * (-k) / N)
      = Complex.exp (-((2 * π * k + φ) / N) * Complex.I) := by
    rw [← Complex.exp_add]; congr 1; ring
  simp only [ringHamiltonian, planeWave, Pi.smul_apply, smul_eq_mul, h1, h2, hl]
  rw [Complex.cos]
  linear_combination (-t * ZMod.stdAddChar (j * (k : ZMod N))) * e1
    + (-t * ZMod.stdAddChar (j * (k : ZMod N))) * e2
```

For momenta k ≠ l less than N apart, the overlap is a sum of powers of a root of unity other than 1:

Σ_j e^(2πi(l-k)j/N) = 0.

The 4n momenta of the zone therefore label orthogonal orbitals, as many as there are sites.

```lean
/-- Plane waves with distinct momenta less than `N` apart are orthogonal. -/
theorem planeWave_orthogonal (N : ℕ) [NeZero N] (k l : ℤ) (hkl : k ≠ l) (h : |l - k| < N) :
    ∑ j, star (planeWave N k j) * planeWave N l j = 0 := by
  have hne : ((l - k : ℤ) : ZMod N) ≠ 0 := by
    intro h0
    have := Int.eq_zero_of_abs_lt_dvd ((ZMod.intCast_zmod_eq_zero_iff_dvd (l - k) N).1 h0) h
    omega
  have hterm : ∀ j, star (planeWave N k j) * planeWave N l j
      = ZMod.stdAddChar (j * ((l - k : ℤ) : ZMod N)) := by
    intro j
    have h : j * ((l - k : ℤ) : ZMod N) = -(j * (k : ZMod N)) + j * (l : ZMod N) := by
      push_cast; ring
    rw [h, AddChar.map_add_eq_mul, AddChar.map_neg_eq_conj]
    rfl
  rw [Finset.sum_congr rfl fun j _ => hterm j,
    AddChar.sum_mulShift _ (ZMod.isPrimitive_stdAddChar N)]
  simp only [if_neg hne, Nat.cast_zero]
```

## Filling 2n consecutive momenta

The sum below is divided by sin(π/N), which is positive because 0 < π/N < π.

```lean
lemma sin_pos_ring (n : ℕ) (hn : 1 ≤ n) : 0 < sin (π / (4 * n)) := by
  have h : (1 : ℝ) ≤ n := by exact_mod_cast hn
  exact sin_pos_of_pos_of_lt_pi (div_pos pi_pos (by linarith))
    (div_lt_self pi_pos (by linarith))
```

Fill k = s-n, ..., s+n-1. Since θ_k + π/N = θ_(k+1) - π/N, the identity

2 sin(π/N) cos θ_k = sin(θ_k + π/N) - sin(θ_k - π/N)

telescopes; `tele` does this by induction. With α = (φ+(2s-1)π)/N, the end terms give

sin(α+π/2) - sin(α-π/2) = 2 cos α,

so the energy is -4t cos α / sin(π/N).

```lean
/-- The energy of `2n` consecutive doubly occupied momenta `s-n, ..., s+n-1` on a ring of `4n`
sites, `n ≥ 1`. -/
theorem window_energy (n : ℕ) (hn : 1 ≤ n) (t φ : ℝ) (s : ℤ) :
    2 * ∑ k ∈ Finset.Ico (s - n) (s + n), level (4 * n) t φ k
      = -4 * t * cos ((φ + (2 * s - 1) * π) / (4 * n)) / sin (π / (4 * n)) := by
  have hn0 : (n : ℝ) ≠ 0 := by exact_mod_cast (by omega : n ≠ 0)
  -- multiplied by the sine, the sum of cosines telescopes
  have tele : ∀ m : ℕ, 2 * sin (π / (4 * n)) *
      ∑ k ∈ Finset.Ico (s - n) (s - n + (m : ℤ)), cos ((2 * π * k + φ) / (4 * n))
      = sin ((2 * π * (s - n + (m : ℝ)) + φ - π) / (4 * n))
        - sin ((2 * π * (s - n) + φ - π) / (4 * n)) := by
    intro m
    induction m with
    | zero => simp
    | succ m ih =>
      have hI : Finset.Ico (s - n) (s - n + ((m + 1 : ℕ) : ℤ))
          = insert (s - n + (m : ℤ)) (Finset.Ico (s - n) (s - n + (m : ℤ))) := by
        ext k
        simp only [Finset.mem_insert, Finset.mem_Ico]
        omega
      have e1 : (2 * π * (s - n + ((m + 1 : ℕ) : ℝ)) + φ - π) / (4 * n)
          = (2 * π * (s - n + m) + φ) / (4 * n) + π / (4 * n) := by push_cast; ring
      have e2 : (2 * π * (s - n + (m : ℝ)) + φ - π) / (4 * n)
          = (2 * π * (s - n + m) + φ) / (4 * n) - π / (4 * n) := by ring
      rw [hI, Finset.sum_insert (by simp), mul_add, ih, e1, e2, sin_add, sin_sub]
      push_cast
      ring
  have h := tele (2 * n)
  have hb : s - n + ((2 * n : ℕ) : ℤ) = s + n := by push_cast; ring
  have e1 : (2 * π * (s - n + ((2 * n : ℕ) : ℝ)) + φ - π) / (4 * n)
      = (φ + (2 * s - 1) * π) / (4 * n) + π / 2 := by
    push_cast; field_simp; ring
  have e2 : (2 * π * (s - n) + φ - π) / (4 * n)
      = (φ + (2 * s - 1) * π) / (4 * n) - π / 2 := by
    field_simp; ring
  rw [hb, e1, e2, sin_add_pi_div_two, sin_sub_pi_div_two] at h
  have hl : ∑ k ∈ Finset.Ico (s - n) (s + n), level (4 * n) t φ k
      = -2 * t * ∑ k ∈ Finset.Ico (s - n) (s + n), cos ((2 * π * k + φ) / (4 * n)) := by
    rw [Finset.mul_sum]
    exact Finset.sum_congr rfl fun k _ => by simp [level]
  rw [hl, eq_div_iff (sin_pos_ring n hn).ne']
  linear_combination (-2 * t) * h
```

This filling is optimal for s = 0 or 1 if 0 ≤ φ+2πs ≤ 2π. Its angles then lie in [-π/2, π/2], so its levels are ≤ 0 (`hocc`). The other angles in the zone lie in [π/2, 3π/2] or [-π, -π/2], so those levels are ≥ 0 (`hemp`). For the filled set W and any competitor S,

Σ_S - Σ_W = Σ_(S∖W) - Σ_(W∖S) ≥ 0.

```lean
/-- For `n ≥ 1`, `t ≥ 0`, `s = 0` or `1` and `0 ≤ φ + 2πs ≤ 2π`, the ground energy equals the energy
of doubly occupying the momenta `s-n, ..., s+n-1`. -/
theorem groundEnergy_eq_window (n : ℕ) (hn : 1 ≤ n) (t φ : ℝ) (ht : 0 ≤ t) (s : ℤ)
    (hs0 : 0 ≤ s) (hs1 : s ≤ 1) (h0 : 0 ≤ φ + 2 * π * s) (h1 : φ + 2 * π * s ≤ 2 * π) :
    groundEnergy n t φ = 2 * ∑ k ∈ Finset.Ico (s - n) (s + n), level (4 * n) t φ k := by
  have hnR : (1 : ℝ) ≤ n := by exact_mod_cast hn
  have hN : ((4 * n : ℕ) : ℝ) = 4 * n := by norm_num
  have hp : (0 : ℝ) < 4 * n := by linarith
  have hs0R : (0 : ℝ) ≤ s := by exact_mod_cast hs0
  have hs1R : (s : ℝ) ≤ 1 := by exact_mod_cast hs1
  have p0 := mul_nonneg pi_pos.le hs0R
  have p1 := mul_nonneg pi_pos.le (sub_nonneg.2 hs1R)
  have pn := mul_nonneg pi_pos.le (sub_nonneg.2 hnR)
  -- occupied levels are not above zero
  have hocc : ∀ k ∈ Finset.Ico (s - n) (s + n), level (4 * n) t φ k ≤ 0 := by
    intro k hk
    rw [Finset.mem_Ico] at hk
    have a : (s : ℝ) - n ≤ k := by exact_mod_cast hk.1
    have b : (k : ℝ) + 1 ≤ s + n := by exact_mod_cast (by omega : k + 1 ≤ s + n)
    have pa := mul_nonneg pi_pos.le (sub_nonneg.2 a)
    have pb := mul_nonneg pi_pos.le (sub_nonneg.2 b)
    have hc : 0 ≤ cos ((2 * π * k + φ) / (4 * n)) := by
      apply cos_nonneg_of_neg_pi_div_two_le_of_le
      · rw [le_div_iff₀ hp]; nlinarith
      · rw [div_le_iff₀ hp]; nlinarith
    unfold level
    rw [hN]
    nlinarith [mul_nonneg ht hc]
  -- empty levels are not below zero
  have hemp : ∀ k ∈ Finset.Ico (-n : ℤ) (3 * n), k ∉ Finset.Ico (s - n) (s + n) →
      0 ≤ level (4 * n) t φ k := by
    intro k hk hk'
    rw [Finset.mem_Ico] at hk hk'
    have a : -(n : ℝ) ≤ k := by exact_mod_cast hk.1
    have b : (k : ℝ) + 1 ≤ 3 * n := by exact_mod_cast (by omega : k + 1 ≤ 3 * (n : ℤ))
    have pa := mul_nonneg pi_pos.le (sub_nonneg.2 a)
    have pb := mul_nonneg pi_pos.le (sub_nonneg.2 b)
    have hc : cos ((2 * π * k + φ) / (4 * n)) ≤ 0 := by
      rcases lt_or_ge k (s - n) with hlt | hge
      · have c : (k : ℝ) + 1 ≤ s - n := by exact_mod_cast (by omega : k + 1 ≤ s - n)
        have pc := mul_nonneg pi_pos.le (sub_nonneg.2 c)
        rw [← cos_neg, ← neg_div]
        apply cos_nonpos_of_pi_div_two_le_of_le
        · rw [le_div_iff₀ hp]; nlinarith
        · rw [div_le_iff₀ hp]; nlinarith
      · have c : (s : ℝ) + n ≤ k := by exact_mod_cast (by omega : s + n ≤ k)
        have pc := mul_nonneg pi_pos.le (sub_nonneg.2 c)
        apply cos_nonpos_of_pi_div_two_le_of_le
        · rw [le_div_iff₀ hp]; nlinarith
        · rw [div_le_iff₀ hp]; nlinarith
    unfold level
    rw [hN]
    nlinarith [mul_nonneg ht (neg_nonneg.2 hc)]
  unfold groundEnergy
  apply le_antisymm
  · refine Finset.inf'_le (fun S => 2 * ∑ k ∈ S, level (4 * n) t φ k)
      (Finset.mem_powersetCard.2 ⟨?_, ?_⟩)
    · intro k hk
      rw [Finset.mem_Ico] at hk ⊢
      omega
    · rw [Int.card_Ico]; omega
  · apply Finset.le_inf'
    intro S hS
    have hS' := (Finset.mem_powersetCard.1 hS).1
    have d1 := Finset.sum_inter_add_sum_sdiff (Finset.Ico (s - n) (s + n)) S
      (level (4 * n) t φ)
    have d2 := Finset.sum_inter_add_sum_sdiff S (Finset.Ico (s - n) (s + n))
      (level (4 * n) t φ)
    rw [Finset.inter_comm] at d2
    have q1 : ∑ k ∈ Finset.Ico (s - n) (s + n) \ S, level (4 * n) t φ k ≤ 0 :=
      Finset.sum_nonpos fun k hk => hocc k (Finset.mem_sdiff.1 hk).1
    have q2 : 0 ≤ ∑ k ∈ S \ Finset.Ico (s - n) (s + n), level (4 * n) t φ k :=
      Finset.sum_nonneg fun k hk =>
        hemp k (hS' (Finset.mem_sdiff.1 hk).1) (Finset.mem_sdiff.1 hk).2
    linarith
```

Use s = 0 for φ ≥ 0 and s = 1 for φ ≤ 0. Then α = (φ-π)/N or (φ+π)/N, and since cosine is even, for |φ| ≤ π

E(φ) = -4t cos((π-|φ|)/N) / sin(π/N).

```lean
/-- For `n ≥ 1`, `t ≥ 0` and `|φ| ≤ π`, the ground energy of the ring of `N = 4n` sites is
`-4t cos((π-|φ|)/N)/sin(π/N)`. -/
theorem groundEnergy_eq (n : ℕ) (hn : 1 ≤ n) (t φ : ℝ) (ht : 0 ≤ t) (hφ : |φ| ≤ π) :
    groundEnergy n t φ = -4 * t * cos ((π - |φ|) / (4 * n)) / sin (π / (4 * n)) := by
  have hb := abs_le.1 hφ
  have hpi := pi_pos
  rcases le_total 0 φ with h | h
  · rw [groundEnergy_eq_window n hn t φ ht 0 le_rfl zero_le_one
      (by push_cast; linarith) (by push_cast; linarith), window_energy n hn, abs_of_nonneg h,
      ← cos_neg ((π - φ) / (4 * n))]
    congr 3
    push_cast
    ring
  · rw [groundEnergy_eq_window n hn t φ ht 1 zero_le_one le_rfl
      (by push_cast; linarith) (by push_cast; linarith), window_energy n hn, abs_of_nonpos h]
    congr 3
    push_cast
    ring
```

## The maximum and its cusp

If 0 < |φ| ≤ π, then 0 ≤ (π-|φ|)/N < π/N. Cosine decreases strictly on [0, π], so E(φ) < E(0).

```lean
/-- For `n ≥ 1` and `t > 0`, every nonzero flux phase with `|φ| ≤ π` lowers the ground energy
strictly below its value at zero flux. -/
theorem groundEnergy_lt_zero_flux (n : ℕ) (hn : 1 ≤ n) (t φ : ℝ) (ht : 0 < t)
    (h0 : φ ≠ 0) (hφ : |φ| ≤ π) : groundEnergy n t φ < groundEnergy n t 0 := by
  have hnR : (1 : ℝ) ≤ n := by exact_mod_cast hn
  have hp : (0 : ℝ) < 4 * n := by linarith
  have ha := abs_pos.2 h0
  rw [groundEnergy_eq n hn t φ ht.le hφ,
    groundEnergy_eq n hn t 0 ht.le (by rw [abs_zero]; exact pi_pos.le), abs_zero, sub_zero]
  have hc : cos (π / (4 * n)) < cos ((π - |φ|) / (4 * n)) := by
    apply cos_lt_cos_of_nonneg_of_le_pi
    · exact div_nonneg (by linarith) hp.le
    · exact div_le_self pi_pos.le (by linarith)
    · exact div_lt_div_of_pos_right (by linarith) hp
  exact div_lt_div_of_pos_right (by nlinarith) (sin_pos_ring n hn)
```

Write σ = ±1 for the sign of φ. Each branch has derivative

-(4tσ/N) sin((π-σφ)/N) / sin(π/N),

which is -σt/n at φ = 0.

```lean
lemma branch_deriv (n : ℕ) (hn : 1 ≤ n) (t σ : ℝ) :
    HasDerivAt (fun φ : ℝ => -4 * t * cos ((π - σ * φ) / (4 * n)) / sin (π / (4 * n)))
      (-(σ * t / n)) 0 := by
  have hn0 : (n : ℝ) ≠ 0 := by exact_mod_cast (by omega : n ≠ 0)
  have hs := (sin_pos_ring n hn).ne'
  have h := (((hasDerivAt_id' (0 : ℝ)).const_mul σ).const_sub π).div_const (4 * (n : ℝ))
  refine ((h.cos.const_mul (-4 * t)).div_const (sin (π / (4 * n)))).congr_deriv ?_
  simp only [mul_zero, sub_zero]
  generalize sin (π / (4 * (n : ℝ))) = r at hs ⊢
  field_simp
```

For |φ| ≤ π, each branch agrees with E on its own side of zero. The slopes -t/n and t/n differ, so no derivative exists.

```lean
/-- The cusp: for `n ≥ 1` and `t > 0`, the ground energy has slope `-t/n` to the right of zero
flux and `t/n` to the left, and is not differentiable there. -/
theorem groundEnergy_cusp (n : ℕ) (hn : 1 ≤ n) (t : ℝ) (ht : 0 < t) :
    HasDerivWithinAt (groundEnergy n t) (-(t / n)) (Set.Ici 0) 0 ∧
    HasDerivWithinAt (groundEnergy n t) (t / n) (Set.Iic 0) 0 ∧
    ¬ DifferentiableAt ℝ (groundEnergy n t) 0 := by
  have hpi := pi_pos
  have hz : groundEnergy n t 0 = -4 * t * cos (π / (4 * n)) / sin (π / (4 * n)) := by
    rw [groundEnergy_eq n hn t 0 ht.le (by rw [abs_zero]; exact hpi.le), abs_zero, sub_zero]
  have hR : HasDerivWithinAt (groundEnergy n t) (-(t / n)) (Set.Ici 0) 0 := by
    have h := (branch_deriv n hn t 1).hasDerivWithinAt (s := Set.Ici 0)
    rw [one_mul] at h
    refine h.congr_of_eventuallyEq ?_ (by rw [hz, mul_zero, sub_zero])
    filter_upwards [self_mem_nhdsWithin, mem_nhdsWithin_of_mem_nhds (Iio_mem_nhds hpi)]
      with φ h0 h1
    have h0' : 0 ≤ φ := h0
    have h1' : φ < π := h1
    rw [groundEnergy_eq n hn t φ ht.le (by rw [abs_of_nonneg h0']; exact h1'.le),
      abs_of_nonneg h0', one_mul]
  have hL : HasDerivWithinAt (groundEnergy n t) (t / n) (Set.Iic 0) 0 := by
    have h := (branch_deriv n hn t (-1)).hasDerivWithinAt (s := Set.Iic 0)
    have e : -(-1 * t / (n : ℝ)) = t / n := by ring
    rw [e] at h
    refine h.congr_of_eventuallyEq ?_ (by rw [hz, mul_zero, sub_zero])
    filter_upwards [self_mem_nhdsWithin,
      mem_nhdsWithin_of_mem_nhds (Ioi_mem_nhds (neg_lt_zero.2 hpi))] with φ h0 h1
    have h0' : φ ≤ 0 := h0
    have h1' : -π < φ := h1
    rw [groundEnergy_eq n hn t φ ht.le (by rw [abs_of_nonpos h0']; linarith),
      abs_of_nonpos h0', neg_one_mul]
  refine ⟨hR, hL, fun hd => ?_⟩
  -- a derivative would have to equal both one-sided slopes
  have a := (uniqueDiffWithinAt_Ici (0 : ℝ)).eq_deriv _ hd.hasDerivAt.hasDerivWithinAt hR
  have b := (uniqueDiffWithinAt_Iic (0 : ℝ)).eq_deriv _ hd.hasDerivAt.hasDerivWithinAt hL
  have hpos : 0 < t / (n : ℝ) := div_pos ht (by exact_mod_cast hn)
  linarith
```

The magnetizability is minus the second derivative of the energy with respect to the field, and φ is proportional to the field. Because E is even near zero,

(E(φ)+E(-φ)-2E(0))/φ² = 2 · (E(φ)-E(0))/φ · 1/φ → 2 · (-t/n) · ∞ = -∞

as φ → 0 from above. In this non-interacting, undistorted model, linear-response magnetizability is therefore undefined.

```lean
/-- For `n ≥ 1` and `t > 0`, the symmetric second difference quotient of the ground energy at zero
flux tends to minus infinity as the flux phase `φ > 0` vanishes. -/
theorem magnetizability_diverges (n : ℕ) (hn : 1 ≤ n) (t : ℝ) (ht : 0 < t) :
    Tendsto (fun φ : ℝ =>
      (groundEnergy n t φ + groundEnergy n t (-φ) - 2 * groundEnergy n t 0) / φ ^ 2)
      (𝓝[>] 0) atBot := by
  have hpos : 0 < t / (n : ℝ) := div_pos ht (by exact_mod_cast hn)
  have hs := (hasDerivWithinAt_iff_tendsto_slope' (by simp)).1
    ((groundEnergy_cusp n hn t ht).1.mono Set.Ioi_subset_Ici_self)
  -- a finite negative slope is divided once more by the vanishing flux
  have h2 := (hs.const_mul 2).neg_mul_atTop (by linarith) tendsto_inv_nhdsGT_zero
  refine h2.congr' ?_
  filter_upwards [self_mem_nhdsWithin, mem_nhdsWithin_of_mem_nhds (Iio_mem_nhds pi_pos)]
    with φ h0 h1
  have h0' : 0 < φ := h0
  have h1' : φ < π := h1
  have hab : |φ| ≤ π := by rw [abs_of_pos h0']; exact h1'.le
  have even : groundEnergy n t (-φ) = groundEnergy n t φ := by
    rw [groundEnergy_eq n hn t (-φ) ht.le (by rw [abs_neg]; exact hab),
      groundEnergy_eq n hn t φ ht.le hab, abs_neg]
  have hne := h0'.ne'
  rw [slope_def_field, even, sub_zero]
  field_simp
  ring

end

end AntiaromaticRingCusp
```

```lean
#print axioms AntiaromaticRingCusp.planeWave_orthogonal
#print axioms AntiaromaticRingCusp.groundEnergy_lt_zero_flux
#print axioms AntiaromaticRingCusp.groundEnergy_cusp
#print axioms AntiaromaticRingCusp.magnetizability_diverges
```

```
'AntiaromaticRingCusp.planeWave_orthogonal' depends on axioms: [propext, Classical.choice, Quot.sound]
'AntiaromaticRingCusp.groundEnergy_lt_zero_flux' depends on axioms: [propext, Classical.choice, Quot.sound]
'AntiaromaticRingCusp.groundEnergy_cusp' depends on axioms: [propext, Classical.choice, Quot.sound]
'AntiaromaticRingCusp.magnetizability_diverges' depends on axioms: [propext, Classical.choice, Quot.sound]
```

## Finite fields, and rings of 4n+2 sites

In a finite-field calculation with n = 1 and t = 1, this quotient is about -19.75 at φ = 0.1 and -199.75 at φ = 0.01. Shrinking the field step does not converge it.

For N = 4n+2 with the 2n+1 momenta -n, ..., n doubly occupied, the same telescoping by hand gives, for |φ| ≤ π,

E(φ) = -4t cos(φ/N) / sin(π/N),

a smooth minimum at zero flux.
